# The tail of the fermionic Matsubara series falls off as 1/N at nonzero reduced energy

The error of a truncated Matsubara sum is measured here against the full Matsubara series, not against the Fermi function in closed form. The energy enters as a single real number x = (E − μ)/(k_B T), where E is a one-particle energy, μ the chemical potential, k_B the Boltzmann constant and T > 0 the temperature. The Fermi function of x has poles at ±(2n+1)πi for n = 0, 1, 2, …, and the Matsubara series has one term for each conjugate pair, which enters the Fermi function with a minus sign:

2x/(x² + (2n+1)²π²).

The tail R_N is the sum of these contributions over n ≥ N, so R_0 is the full series. The well-known expansion 1/(eˣ+1) = 1/2 − R_0, which is quoted here and not proved, makes |R_N| the size of the error in the occupation number when N pole pairs are kept.

## Two bounds on the tail and its limit

For every real x and every N ≥ 1,

|R_N| ≤ |x|/(2π²N),

and as N → ∞,

N·R_N → x/(2π²).

For x ≠ 0 the limit is nonzero, so the error decays like 1/N and no faster. At x = 0 every term vanishes.

To derive this, write (2n+1)π = 2πu with u = n + 1/2, and put b = x/(2π). Then

2x/(x² + 4π²u²) = x/(2π²) · 1/(u² + b²).

Counting from the first omitted pair, so that n starts again at 0, gives

R_N = x/(2π²) · g_N, with g_N = Σ_{n≥0} 1/((n+N+1/2)² + b²).

The Lorentzian sum g_N can be compared with a series that telescopes. For c > 0,

1/((n+c)(n+c+1)) = 1/(n+c) − 1/(n+c+1).

The first m terms add up to 1/c − 1/(m+c), so the series sums to 1/c.

For the upper bound take c = N. Now let u = n + N + 1/2. Then

(n+N)(n+N+1) = u² − 1/4 ≤ u² + b²,

and hence g_N ≤ 1/N. For the lower bound take c = N + 1/2 + |b|. The denominator becomes

(u+|b|)(u+|b|+1) = u² + b² + 2u|b| + u + |b| ≥ u² + b²,

and hence g_N ≥ 1/(N + 1/2 + |b|). Together,

1/(N + 1/2 + |x|/(2π)) ≤ g_N ≤ 1/N.

The right-hand inequality gives the bound on |R_N|. Multiplying both by N squeezes N·g_N between N/(N + 1/2 + |x|/(2π)) and 1, so N·g_N → 1, which gives the limit.

The left-hand inequality also yields a lower bound on the number of pole pairs needed. If |R_N| ≤ ε for a tolerance ε > 0, then

N + 1/2 + |x|/(2π) ≥ |x|/(2π²ε).

For x = 10 and ε = 0.001 this requires N ≥ 505. In a density-matrix calculation for non-interacting electrons, where each pole pair costs one resolvent of the Hamiltonian (the resolvent at the conjugate pole is its adjoint), this estimate applies to one eigenvalue at a time and to the plain Matsubara poles with their original weights.

The condition N ≥ 1 is needed for the upper bound. At N = 0 its right-hand side divides by zero, which Lean evaluates as 0, so the bound would claim R_0 = 0. At x = 1 the first term alone is 2/(1+π²) > 0 and all the others are positive.

## Pole pairs and tails as real sums

```lean
import Mathlib

open Filter Topology Finset
open scoped Real

namespace MatsubaraTail

noncomputable section
```

The reduced energy is a real number and the pole index a natural number starting at zero.

```lean
/-- Term of the Matsubara series for the pair of fermionic poles at `±(2n+1)πi`, at reduced energy
`x`. -/
def matsubaraTerm (x : ℝ) (n : ℕ) : ℝ := 2 * x / (x ^ 2 + (2 * n + 1) ^ 2 * π ^ 2)
```

The tail R_N is `matsubaraTail x N`. Its summation index is shifted by `N`, exactly as in g_N above.

```lean
/-- The sum of all Matsubara contributions from the `N`-th pair onwards, counted from zero. -/
def matsubaraTail (x : ℝ) (N : ℕ) : ℝ := ∑' n : ℕ, matsubaraTerm x (n + N)
```

## Squeezing a Lorentzian sum between telescoping series

The first lemma is the telescoping sum. Induction proves the formula for the partial sums (`hpart`), and `h0` says that the remainder 1/(n+c) tends to zero.

```lean
/-- The series of `1/((n+c)(n+c+1))` over `n ≥ 0` sums to `1/c` for `c > 0`. -/
theorem hasSum_telescope {c : ℝ} (hc : 0 < c) :
    HasSum (fun n : ℕ => 1 / (((n : ℝ) + c) * (n + c + 1))) (1 / c) := by
  rw [hasSum_iff_tendsto_nat_of_nonneg (fun n => by positivity)]
  have hpart : ∀ n : ℕ, 1 / c - 1 / ((n : ℝ) + c) =
      ∑ i ∈ range n, 1 / (((i : ℝ) + c) * (i + c + 1)) := by
    intro n
    induction n with
    | zero => simp
    | succ n ih =>
      have h1 : (n : ℝ) + c ≠ 0 := by positivity
      have h2 : (n : ℝ) + c + 1 ≠ 0 := by positivity
      have e : ((n + 1 : ℕ) : ℝ) + c = n + c + 1 := by push_cast; ring
      have e2 : 1 / (((n : ℝ) + c) * (n + c + 1)) = 1 / (n + c) - 1 / (n + c + 1) := by
        rw [div_sub_div _ _ h1 h2]
        congr 1
        ring
      rw [sum_range_succ, ← ih, e, e2]
      ring
  have h0 : Tendsto (fun n : ℕ => 1 / ((n : ℝ) + c)) atTop (𝓝 0) :=
    (tendsto_inv_atTop_zero.comp (tendsto_atTop_add_const_right _ c
      tendsto_natCast_atTop_atTop)).congr (fun n => by simp)
  have h := (tendsto_const_nhds (x := 1 / c)).sub h0
  rw [sub_zero] at h
  exact h.congr hpart
```

The next lemma allows any real c > 0 in place of N. It states that the Lorentzian series converges and gives both bounds on its sum. The term-by-term comparisons are `hup` and `hlow`, where `nlinarith` checks the two inequalities between denominators. Convergence follows from `hup`, and `hasSum_le` carries the comparisons over to the sums.

```lean
/-- A sum of Lorentzian weights at unit spacing converges and lies between two
simple fractions. -/
theorem lorentzian_sum (b : ℝ) {c : ℝ} (hc : 0 < c) :
    Summable (fun n : ℕ => 1 / (((n : ℝ) + c + 1 / 2) ^ 2 + b ^ 2)) ∧
    1 / (c + (1 / 2 + |b|)) ≤ ∑' n : ℕ, 1 / (((n : ℝ) + c + 1 / 2) ^ 2 + b ^ 2) ∧
    ∑' n : ℕ, 1 / (((n : ℝ) + c + 1 / 2) ^ 2 + b ^ 2) ≤ 1 / c := by
  have hb := abs_nonneg b
  -- each weight lies between the terms of two telescoping series
  have hup : ∀ n : ℕ, 1 / (((n : ℝ) + c + 1 / 2) ^ 2 + b ^ 2) ≤
      1 / (((n : ℝ) + c) * (n + c + 1)) := fun n =>
    one_div_le_one_div_of_le (by positivity) (by nlinarith [sq_nonneg b])
  have hlow : ∀ n : ℕ, 1 / (((n : ℝ) + (c + (1 / 2 + |b|))) * (n + (c + (1 / 2 + |b|)) + 1)) ≤
      1 / (((n : ℝ) + c + 1 / 2) ^ 2 + b ^ 2) := by
    intro n
    have hu : 0 < (n : ℝ) + c + 1 / 2 := by positivity
    exact one_div_le_one_div_of_le (by positivity)
      (by nlinarith [sq_abs b, mul_nonneg hu.le hb])
  have hs := Summable.of_nonneg_of_le (fun n => by positivity) hup (hasSum_telescope hc).summable
  exact ⟨hs, hasSum_le hlow (hasSum_telescope (by positivity)) hs.hasSum,
    hasSum_le hup hs.hasSum (hasSum_telescope hc)⟩
```

## From pole pairs to the 1/N law

This identity rescales the frequency to u and extracts the prefactor x/(2π²).

```lean
/-- The series term for a pole pair at `±2πui` is `x/(2π²)` times a Lorentzian weight in `u`. -/
theorem pole_pair_eq (x u : ℝ) :
    2 * x / (x ^ 2 + (2 * π * u) ^ 2) =
      x / (2 * π ^ 2) * (1 / (u ^ 2 + (x / (2 * π)) ^ 2)) := by
  have hpi := Real.pi_ne_zero
  have h : x ^ 2 + (2 * π * u) ^ 2 = 2 * (2 * π ^ 2 * (u ^ 2 + (x / (2 * π)) ^ 2)) := by
    field_simp
    ring
  rw [h, div_mul_div_comm, mul_one, mul_div_mul_left _ _ two_ne_zero]
```

Applied to every term of the tail, it gives the factorisation R_N = x/(2π²) · g_N. The theorem states that a suitable factor `g` exists between the two bounds, and the proof supplies the Lorentzian sum.

```lean
/-- For `N ≥ 1` the tail is `x/(2π²)` times a factor between `1/(N + 1/2 + |x|/(2π))` and `1/N`. -/
theorem tail_factor (x : ℝ) (N : ℕ) (hN : 1 ≤ N) :
    ∃ g : ℝ, matsubaraTail x N = x / (2 * π ^ 2) * g ∧
      1 / ((N : ℝ) + (1 / 2 + |x| / (2 * π))) ≤ g ∧ g ≤ 1 / N := by
  have hc : (0 : ℝ) < N := by exact_mod_cast hN
  obtain ⟨-, h1, h2⟩ := lorentzian_sum (x / (2 * π)) hc
  rw [abs_div, abs_of_pos Real.two_pi_pos] at h1
  refine ⟨_, ?_, h1, h2⟩
  rw [matsubaraTail, ← tsum_mul_left]
  refine tsum_congr fun n => ?_
  rw [← pole_pair_eq, matsubaraTerm]
  push_cast
  congr 1
  ring
```

The main theorem joins the bound and the limit. `choose!` turns the factors for the separate values of N into a function `g`. The first part takes absolute values and uses g_N ≤ 1/N. The second part proves N·g_N → 1 by the squeeze, using the bounds only for N ≥ 1, and then multiplies by x/(2π²).

```lean
/-- The Matsubara tail is at most `|x|/(2π²N)` in size for `N ≥ 1`, and `N` times the tail tends to
`x/(2π²)`. -/
theorem matsubara_tail (x : ℝ) :
    (∀ N : ℕ, 1 ≤ N → |matsubaraTail x N| ≤ |x| / (2 * π ^ 2 * N)) ∧
    Tendsto (fun N : ℕ => (N : ℝ) * matsubaraTail x N) atTop (𝓝 (x / (2 * π ^ 2))) := by
  choose! g hg hlow hup using tail_factor x
  constructor
  · intro N hN
    have hg0 : 0 ≤ g N := le_trans (by positivity) (hlow N hN)
    rw [hg N hN, abs_mul, abs_div, abs_of_pos (by positivity : 0 < 2 * π ^ 2), abs_of_nonneg hg0]
    calc |x| / (2 * π ^ 2) * g N ≤ |x| / (2 * π ^ 2) * (1 / N) :=
          mul_le_mul_of_nonneg_left (hup N hN) (by positivity)
      _ = |x| / (2 * π ^ 2 * N) := by rw [div_mul_div_comm, mul_one]
  · -- the factor multiplied by `N` is squeezed to one
    have hlim : Tendsto (fun N : ℕ => (N : ℝ) * g N) atTop (𝓝 1) := by
      refine tendsto_of_tendsto_of_tendsto_of_le_of_le'
        (tendsto_natCast_div_add_atTop (1 / 2 + |x| / (2 * π))) tendsto_const_nhds ?_ ?_
      · filter_upwards [eventually_ge_atTop 1] with N hN
        rw [div_eq_mul_one_div]
        exact mul_le_mul_of_nonneg_left (hlow N hN) (Nat.cast_nonneg N)
      · filter_upwards [eventually_ge_atTop 1] with N hN
        have hc : (0 : ℝ) < N := by exact_mod_cast hN
        have h := mul_le_mul_of_nonneg_left (hup N hN) hc.le
        rwa [mul_one_div_cancel hc.ne'] at h
    have h := hlim.const_mul (x / (2 * π ^ 2))
    rw [mul_one] at h
    refine h.congr' ?_
    filter_upwards [eventually_ge_atTop 1] with N hN
    rw [hg N hN]
    ring
```

## Truncation error and the number of poles

The tail is now identified with the error of the truncated series, for every N including zero. This needs convergence of the full series. The Lorentzian lemma is applied with c = 1, which covers the series without its first term, and restoring one term does not affect convergence.

```lean
/-- The full Matsubara series minus its first `N` terms is the tail from `N` onwards. -/
theorem truncation_error (x : ℝ) (N : ℕ) :
    matsubaraTail x 0 - ∑ n ∈ range N, matsubaraTerm x n = matsubaraTail x N := by
  have hs : Summable (matsubaraTerm x) := by
    refine (summable_nat_add_iff 1).1 ?_
    refine ((lorentzian_sum (x / (2 * π)) (c := 1) one_pos).1.mul_left
      (x / (2 * π ^ 2))).congr fun n => ?_
    rw [← pole_pair_eq, matsubaraTerm]
    push_cast
    congr 1
    ring
  have h := hs.sum_add_tsum_nat_add N
  simp only [matsubaraTail, add_zero]
  linear_combination -h
```

The last theorem is the lower bound on the number of pole pairs. Its hypothesis `h` says that the first N pairs reproduce the full series at x to within ε. The proof replaces this error by the tail, inserts the lower bound on `g` and clears the denominators.

```lean
/-- If the first `N` pole pairs give the full Matsubara series at `x` to within `ε`, then
`N + 1/2 + |x|/(2π)` is at least `|x|/(2π²ε)`. -/
theorem poles_needed (x : ℝ) {ε : ℝ} (hε : 0 < ε) {N : ℕ} (hN : 1 ≤ N)
    (h : |matsubaraTail x 0 - ∑ n ∈ range N, matsubaraTerm x n| ≤ ε) :
    |x| / (2 * π ^ 2 * ε) ≤ N + (1 / 2 + |x| / (2 * π)) := by
  obtain ⟨g, hg, hlow, -⟩ := tail_factor x N hN
  have hg0 : 0 ≤ g := le_trans (by positivity) hlow
  rw [truncation_error, hg, abs_mul, abs_div, abs_of_pos (by positivity : 0 < 2 * π ^ 2),
    abs_of_nonneg hg0] at h
  have h1 : |x| / (2 * π ^ 2) * (1 / ((N : ℝ) + (1 / 2 + |x| / (2 * π)))) ≤ ε :=
    le_trans (mul_le_mul_of_nonneg_left hlow (by positivity)) h
  rw [div_mul_div_comm, mul_one, div_le_iff₀ (by positivity)] at h1
  rw [div_le_iff₀ (by positivity)]
  exact h1.trans_eq (by ring)

end

end MatsubaraTail
```

```lean
#print axioms MatsubaraTail.matsubara_tail
-- 'MatsubaraTail.matsubara_tail' depends on axioms: [propext, Classical.choice, Quot.sound]
#print axioms MatsubaraTail.poles_needed
-- 'MatsubaraTail.poles_needed' depends on axioms: [propext, Classical.choice, Quot.sound]
```
